# The least double occupancy of a real two-site singlet with given density matrix

Two electrons in a spin singlet share two sites, 0 and 1. For each spin, the sites have occupations \(1/2+x\) and \(1/2-x\), and the off-diagonal element of the density matrix is \(y\). Write \(r^2=x^2+y^2\). If the pair amplitudes are real and \(0<r^2\le 1/4\), the smallest possible probability of finding both electrons on the same site is

\[
F(x,y)=\frac{x^2+\tfrac12\,y^2\left(1-\sqrt{1-4r^2}\right)}{r^2}.
\]

Multiplied by an on-site repulsion \(U\), this is the least interaction energy of such a singlet, as an explicit functional of its one-particle density matrix.

## Pair amplitudes and their density matrix

```lean
import Mathlib

open Filter Topology

namespace DimerRDMFunctional

noncomputable section
```

The physical state is \(|\Psi\rangle=\sum_{ij}C_{ij}\,c^\dagger_{i\uparrow}c^\dagger_{j\downarrow}|0\rangle\), with \(i,j\in\{0,1\}\). For a singlet, \(C\) is symmetric. With real amplitudes, the density matrix of one spin species is \(CC^{T}=C^2\). Lean works with the matrix \(C\) from the start; the passage from the second-quantised state to \(C\) is the step that the reader supplies.

```lean
/-- The one-spin reduced density matrix of the dimer, with site occupations `1/2 + x` and `1/2 - x`
and off-diagonal element `y`. -/
def rdm (x y : ℝ) : Matrix (Fin 2) (Fin 2) ℝ :=
  !![1 / 2 + x, y; y, 1 / 2 - x]
```

This defines the density matrix

\[
\gamma=\begin{pmatrix}1/2+x & y\\ y & 1/2-x\end{pmatrix}.
\]

The type `Matrix (Fin 2) (Fin 2) ℝ` means a real matrix whose indices run over 0 and 1. Since \(\gamma\) belongs to one spin, its trace is 1. Many texts sum over spin, which doubles every entry; the usual bond order, which is summed over spin, is \(2y\).

```lean
/-- The real singlet pair amplitudes `C` (symmetric matrices) whose one-spin density matrix
`C * C` is the prescribed one. -/
def pairStates (x y : ℝ) : Set (Matrix (Fin 2) (Fin 2) ℝ) :=
  {C | C.IsSymm ∧ C * C = rdm x y}
```

`pairStates x y` is the set of all real symmetric \(C\) with \(C^2=\gamma\). Normalisation needs no separate condition, because \(\sum_{ij}C_{ij}^2=\operatorname{tr}C^2=\operatorname{tr}\gamma=1\). Complex amplitudes, triplet admixtures and mixed states are left out of the search.

```lean
/-- The total weight of the two doubly occupied configurations in the pair state `C`. -/
def doubleOcc (C : Matrix (Fin 2) (Fin 2) ℝ) : ℝ :=
  C 0 0 ^ 2 + C 1 1 ^ 2
```

The configurations with both electrons on one site have amplitudes \(C_{00}\) and \(C_{11}\), so their total weight is \(D=C_{00}^2+C_{11}^2\). This is the expectation value of \(\sum_i n_{i\uparrow}n_{i\downarrow}\), summed over the sites and not averaged.

```lean
/-- The closed form of the dimer density matrix functional, per unit of on-site repulsion,
on the domain `0 < x ^ 2 + y ^ 2 ≤ 1 / 4`. -/
def dimerFunctional (x y : ℝ) : ℝ :=
  (x ^ 2 + y ^ 2 * (1 - √(1 - 4 * (x ^ 2 + y ^ 2))) / 2) / (x ^ 2 + y ^ 2)
```

This is \(F(x,y)\) as a plain formula. That it is a minimum is a theorem further down.

```lean
/-- The matrix `(γ - q/2) / √(1 - q)`, with `γ` the density matrix, on the domain `q < 1`. -/
def branchPair (q x y : ℝ) : Matrix (Fin 2) (Fin 2) ℝ :=
  !![(√(1 - q))⁻¹ * ((1 - q) / 2 + x), (√(1 - q))⁻¹ * y;
     (√(1 - q))⁻¹ * y, (√(1 - q))⁻¹ * ((1 - q) / 2 - x)]
```

Here is a candidate for the optimal state, with a real parameter \(q<1\):

\[
C=\frac{\gamma-q/2}{\sqrt{1-q}}.
\]

It comes from the Cayley–Hamilton identity \(C^2-(\operatorname{tr}C)\,C+\det C=0\). Putting \(C^2=\gamma\) and \(\det C=-q/2\) gives \((\operatorname{tr}C)\,C=\gamma-q/2\). The trace follows from \((\operatorname{tr}C)^2=\operatorname{tr}C^2+2\det C=1-q\), and the definition takes its positive root.

## Double occupancy and the determinant

```lean
/-- At fixed density matrix, the double occupancy multiplied by `x ^ 2 + y ^ 2` is an affine
function of the determinant of the pair amplitudes. -/
theorem doubleOcc_formula {x y : ℝ} {C : Matrix (Fin 2) (Fin 2) ℝ}
    (h : C ∈ pairStates x y) :
    (x ^ 2 + y ^ 2) * doubleOcc C = x ^ 2 + y ^ 2 * (1 + 2 * C.det) / 2 := by
  obtain ⟨hs, hC⟩ := h
  have hb : C 1 0 = C 0 1 := hs.apply 0 1
  have h00 := congrFun (congrFun hC 0) 0
  have h01 := congrFun (congrFun hC 0) 1
  have h11 := congrFun (congrFun hC 1) 1
  simp [Matrix.mul_apply, Fin.sum_univ_two, rdm, hb] at h00 h01 h11
  -- the density matrix and the normalisation in terms of the amplitudes
  have hx : x = (C 0 0 + C 1 1) * (C 0 0 - C 1 1) / 2 := by
    linear_combination (h11 - h00) / 2
  have hy : y = C 0 1 * (C 0 0 + C 1 1) := by linear_combination -h01
  have hn : C 0 0 ^ 2 + C 1 1 ^ 2 + 2 * C 0 1 ^ 2 = 1 := by
    linear_combination h00 + h11
  rw [Matrix.det_fin_two, hb, doubleOcc, hx, hy]
  linear_combination (C 0 0 + C 1 1) ^ 2 *
    ((C 0 0 - C 1 1) ^ 2 / 4 + C 0 1 ^ 2 / 2) * hn
```

A Lean theorem lists its hypotheses before the colon and its conclusion after it. Here `h` says that \(C\) is an admissible pair state, and the conclusion is

\[
r^2D=x^2+\tfrac12\,y^2(1+2\det C).
\]

To derive it, put \(a=C_{00}\), \(b=C_{01}=C_{10}\) and \(d=C_{11}\). The entries of \(C^2=\gamma\) are

\[
a^2+b^2=\tfrac12+x,\qquad b(a+d)=y,\qquad b^2+d^2=\tfrac12-x.
\]

Subtracting and adding the diagonal equations gives \(x=(a+d)(a-d)/2\) and \(a^2+d^2+2b^2=1\). These relations are `hx` and `hn` in the code, and `hy` is the middle equation. Normalisation also gives \(1+2\det C=(a+d)^2\). After division by the common factor \((a+d)^2\), the claim would read

\[
\left[\tfrac14(a-d)^2+b^2\right]D=\tfrac14(a-d)^2+\tfrac12\,b^2(a+d)^2 .
\]

This holds: the left side minus the right side is

\[
\tfrac14(a-d)^2(D-1)+b^2\left[D-\tfrac12(a+d)^2\right]
=-\tfrac12\,b^2(a-d)^2+\tfrac12\,b^2(a-d)^2=0,
\]

where \(D-1=-2b^2\) was used. Multiplying back by \((a+d)^2\) proves the formula, also when \(a+d=0\).

Lean does the last part with `linear_combination`, the tactic that carries most of the algebra here. To prove \(L=R\) from a known equation \(A=B\), one supplies a coefficient \(c\), and Lean checks that \(L-R-c(A-B)\) vanishes identically as a polynomial. Several equations can be combined, each with its own coefficient. The coefficients may contain variables, so the tactic handles nonlinear identities although its name says "linear". In this theorem the known equation is the normalisation `hn`, and its coefficient is \((a+d)^2\left[(a-d)^2/4+b^2/2\right]\). Finding the coefficient is the author's task; Lean only expands and compares.

```lean
/-- The density matrix fixes the determinant of the pair amplitudes up to its sign. -/
theorem det_sq {x y : ℝ} {C : Matrix (Fin 2) (Fin 2) ℝ} (h : C ∈ pairStates x y) :
    C.det ^ 2 = 1 / 4 - (x ^ 2 + y ^ 2) := by
  have hd : C.det * C.det = (rdm x y).det := by rw [← h.2, Matrix.det_mul]
  rw [rdm, Matrix.det_fin_two_of] at hd
  linear_combination hd
```

The determinant of a product is the product of the determinants, which is `Matrix.det_mul`. Hence

\[
(\det C)^2=\det\gamma=\left(\tfrac12+x\right)\left(\tfrac12-x\right)-y^2=\tfrac14-r^2 .
\]

The density matrix therefore fixes \(\det C\) up to its sign. It also follows that no admissible state exists for \(r^2>1/4\).

## An explicit state for each sign

```lean
/-- If `q ^ 2 = 1 - 4 (x ^ 2 + y ^ 2)` and `q < 1`, the matrix `branchPair q x y` is a pair
state with the prescribed density matrix, and its determinant is `-q / 2`. -/
theorem branchPair_mem {q x y : ℝ} (hq : q ^ 2 = 1 - 4 * (x ^ 2 + y ^ 2)) (h1 : q < 1) :
    branchPair q x y ∈ pairStates x y ∧ (branchPair q x y).det = -q / 2 := by
  have hu : ((√(1 - q))⁻¹) ^ 2 * (1 - q) = 1 := by
    rw [inv_pow, Real.sq_sqrt (sub_pos.mpr h1).le]
    exact inv_mul_cancel₀ (sub_pos.mpr h1).ne'
  unfold branchPair pairStates rdm
  generalize (√(1 - q))⁻¹ = u at hu ⊢
  refine ⟨⟨?_, ?_⟩, ?_⟩
  · exact Matrix.IsSymm.ext (fun i j => by fin_cases i <;> fin_cases j <;> simp)
  · -- the square, entry by entry
    rw [Matrix.mul_fin_two]
    ext i j
    fin_cases i <;> fin_cases j
    · show u * ((1 - q) / 2 + x) * (u * ((1 - q) / 2 + x)) + u * y * (u * y) = 1 / 2 + x
      linear_combination (1 / 2 + x) * hu + u ^ 2 / 4 * hq
    · show u * ((1 - q) / 2 + x) * (u * y) + u * y * (u * ((1 - q) / 2 - x)) = y
      linear_combination y * hu
    · show u * y * (u * ((1 - q) / 2 + x)) + u * ((1 - q) / 2 - x) * (u * y) = y
      linear_combination y * hu
    · show u * y * (u * y) + u * ((1 - q) / 2 - x) * (u * ((1 - q) / 2 - x)) = 1 / 2 - x
      linear_combination (1 / 2 - x) * hu + u ^ 2 / 4 * hq
  · rw [Matrix.det_fin_two_of]
    linear_combination (-q / 2) * hu - u ^ 2 / 4 * hq
```

If \(q^2=1-4r^2\) and \(q<1\), the candidate matrix is admissible and has determinant \(-q/2\). For the square, use \(\gamma^2=\gamma-\det\gamma=\gamma-q^2/4\):

\[
\left(\gamma-\tfrac q2\right)^2=\gamma-\tfrac{q^2}{4}-q\gamma+\tfrac{q^2}{4}=(1-q)\gamma .
\]

Division by \(1-q\) gives \(C^2=\gamma\). For the determinant, insert \(r^2=(1-q^2)/4\):

\[
\det C=\frac{(1-q)^2/4-r^2}{1-q}=\frac{(1-q)-(1+q)}{4}=-\frac q2 .
\]

In Lean, `generalize` replaces \(1/\sqrt{1-q}\) by a letter \(u\), about which only \(u^2(1-q)=1\) is remembered. What remains is polynomial algebra. `fin_cases` splits the matrix equation into its four entries, and `linear_combination` settles each of them.

```lean
/-- For a pair state `C` in `pairStates x y`, twice the determinant is bounded in absolute value by
`√(1 - 4 (x ^ 2 + y ^ 2))`. -/
theorem abs_det_le {x y : ℝ} {C : Matrix (Fin 2) (Fin 2) ℝ} (h : C ∈ pairStates x y) :
    |2 * C.det| ≤ √(1 - 4 * (x ^ 2 + y ^ 2)) :=
  Real.abs_le_sqrt (by linarith [det_sq h, mul_pow 2 C.det 2])
```

Multiplying the previous determinant relation by 4 gives \((2\det C)^2=1-4r^2\), so \(|2\det C|\le\sqrt{1-4r^2}\). Equality in fact holds, but the two bounds contained in this inequality are all that the optimisation needs.

## Least and greatest double occupancy

```lean
/-- For `0 < x ^ 2 + y ^ 2 ≤ 1 / 4`, the least double occupancy among all real singlet pair
states with the given density matrix is `dimerFunctional x y`. -/
theorem isLeast_doubleOcc {x y : ℝ} (h0 : 0 < x ^ 2 + y ^ 2) (h1 : x ^ 2 + y ^ 2 ≤ 1 / 4) :
    IsLeast (doubleOcc '' pairStates x y) (dimerFunctional x y) := by
  constructor
  · -- the root with non-positive determinant attains the value
    obtain ⟨hm, hd⟩ := branchPair_mem (x := x) (y := y)
      (Real.sq_sqrt (by linarith : 0 ≤ 1 - 4 * (x ^ 2 + y ^ 2)))
      ((Real.sqrt_lt' one_pos).mpr (by linarith))
    refine ⟨_, hm, ?_⟩
    have hv := doubleOcc_formula hm
    rw [hd] at hv
    rw [dimerFunctional, eq_div_iff h0.ne']
    linear_combination hv
  · -- no admissible determinant lies lower
    rintro _ ⟨C, hC, rfl⟩
    have hv := doubleOcc_formula hC
    have hb := (abs_le.mp (abs_det_le hC)).1
    rw [dimerFunctional, div_le_iff₀ h0]
    nlinarith [mul_le_mul_of_nonneg_left hb (sq_nonneg y)]
```

The expression `doubleOcc '' pairStates x y` is the set of all values of \(D\) on the admissible states. `IsLeast` says that \(F(x,y)\) belongs to this set and that no member is smaller, so the minimum is attained by an actual state.

The proof has these two parts. For attainment, take \(q=\sqrt{1-4r^2}\), which is below 1 because \(r^2>0\). The explicit state then has \(2\det C=-\sqrt{1-4r^2}\), and the formula for \(r^2D\) gives \(D=F(x,y)\). For the bound, any admissible \(C\) satisfies \(2\det C\ge-\sqrt{1-4r^2}\), and since \(y^2\ge0\),

\[
r^2D=x^2+\tfrac12\,y^2(1+2\det C)\ \ge\ x^2+\tfrac12\,y^2\left(1-\sqrt{1-4r^2}\right)=r^2F(x,y).
\]

Dividing by \(r^2>0\) finishes the argument. `nlinarith`, a tactic for inequalities, receives the product of \(y^2\) with the determinant bound and completes the comparison.

```lean
/-- For `0 < x ^ 2 + y ^ 2 ≤ 1 / 4`, the greatest double occupancy among all real singlet pair
states with the given density matrix is the expression defining `dimerFunctional x y` with the
opposite sign of the square root. -/
theorem isGreatest_doubleOcc {x y : ℝ} (h0 : 0 < x ^ 2 + y ^ 2)
    (h1 : x ^ 2 + y ^ 2 ≤ 1 / 4) :
    IsGreatest (doubleOcc '' pairStates x y)
      ((x ^ 2 + y ^ 2 * (1 + √(1 - 4 * (x ^ 2 + y ^ 2))) / 2) / (x ^ 2 + y ^ 2)) := by
  constructor
  · -- the root with non-negative determinant attains the value
    obtain ⟨hm, hd⟩ := branchPair_mem (q := -√(1 - 4 * (x ^ 2 + y ^ 2))) (x := x) (y := y)
      (by rw [neg_sq, Real.sq_sqrt (by linarith)])
      (by linarith [Real.sqrt_nonneg (1 - 4 * (x ^ 2 + y ^ 2))])
    refine ⟨_, hm, ?_⟩
    have hv := doubleOcc_formula hm
    rw [hd] at hv
    rw [eq_div_iff h0.ne']
    linear_combination hv
  · rintro _ ⟨C, hC, rfl⟩
    have hv := doubleOcc_formula hC
    have hb := (abs_le.mp (abs_det_le hC)).2
    rw [le_div_iff₀ h0]
    nlinarith [mul_le_mul_of_nonneg_left hb (sq_nonneg y)]
```

The greatest value has \(+\sqrt{1-4r^2}\) in place of \(-\sqrt{1-4r^2}\). The proof is the same with \(q=-\sqrt{1-4r^2}\) and the upper bound on \(\det C\). This is the relevant extremum for an attractive interaction, \(U<0\), where more double occupancy lowers the energy.

The two extrema coincide when \(r^2=1/4\), where the square root vanishes and both electrons occupy the same orbital. They also coincide when \(y=0\), where both equal 1.

## A limit that depends on direction

```lean
/-- When the density matrix approaches half the identity along the direction
`(cos θ, sin θ)` in the `(x, y)` plane, the functional tends to `cos θ ^ 2`. -/
theorem tendsto_along_ray (θ : ℝ) :
    Tendsto (fun r : ℝ => dimerFunctional (r * Real.cos θ) (r * Real.sin θ))
      (𝓝[≠] 0) (𝓝 (Real.cos θ ^ 2)) := by
  have hc : Continuous fun r : ℝ =>
      Real.cos θ ^ 2 + Real.sin θ ^ 2 * (1 - √(1 - 4 * r ^ 2)) / 2 := by fun_prop
  refine ((hc.tendsto' 0 (Real.cos θ ^ 2) (by simp)).mono_left
    nhdsWithin_le_nhds).congr' ?_
  -- away from the centre the factor `r ^ 2` cancels
  filter_upwards [self_mem_nhdsWithin] with r hr
  have hr' : r ≠ 0 := hr
  have e : (r * Real.cos θ) ^ 2 + (r * Real.sin θ) ^ 2 = r ^ 2 := by
    linear_combination r ^ 2 * Real.sin_sq_add_cos_sq θ
  rw [dimerFunctional, e, eq_div_iff (pow_ne_zero 2 hr')]
  ring

end

end DimerRDMFunctional
```

Set \(x=r\cos\theta\) and \(y=r\sin\theta\), and let \(r\to0\) at fixed \(\theta\). The density matrix then approaches half the identity, whose two natural occupations are equal. For \(r\ne0\) the factor \(r^2\) cancels:

\[
F(r\cos\theta,r\sin\theta)=\cos^2\theta+\tfrac12\sin^2\theta\left(1-\sqrt{1-4r^2}\right)\ \longrightarrow\ \cos^2\theta .
\]

`Tendsto` expresses the limit. The symbol `𝓝[≠] 0` means that \(r\) approaches 0 without being equal to it, from either side. Lean proves that the simplified expression is continuous, evaluates it at \(r=0\), and shows that it agrees with the functional wherever \(r\ne0\).

The limit is 1 along the \(x\) direction and 0 along the \(y\) direction, so no value assigned at the centre makes the functional continuous there. Near the centre, a small change of the density matrix can take the minimising state from almost no double occupancy to almost complete double occupancy.

```lean
#print axioms DimerRDMFunctional.isLeast_doubleOcc
-- 'DimerRDMFunctional.isLeast_doubleOcc' depends on axioms: [propext, Classical.choice, Quot.sound]
#print axioms DimerRDMFunctional.isGreatest_doubleOcc
-- 'DimerRDMFunctional.isGreatest_doubleOcc' depends on axioms: [propext, Classical.choice, Quot.sound]
#print axioms DimerRDMFunctional.tendsto_along_ray
-- 'DimerRDMFunctional.tendsto_along_ray' depends on axioms: [propext, Classical.choice, Quot.sound]
```

## The Hubbard dimer energy from the functional

In a density matrix calculation for the Hubbard dimer, the wavefunction is no longer varied. Let \(t>0\) be the hopping amplitude, \(U>0\) the repulsion, and \(v\) the difference between the site energies, placed at \(\pm v/2\). With both spins counted, the energy to be minimised over the punctured disc \(0<r^2\le1/4\) is

\[
E(x,y)=-4ty+2vx+U\,F(x,y).
\]

What follows is ordinary calculus, added to the Lean results and not checked with them. For \(v=0\) the ground state is symmetric, so \(x=0\) and

\[
E(0,y)=-4ty+\tfrac U2\left(1-\sqrt{1-4y^2}\right).
\]

Setting the derivative to zero gives \(y=2t/\sqrt{U^2+16t^2}\), and then

\[
E=\tfrac12\left(U-\sqrt{U^2+16t^2}\right),
\]

which is the singlet ground-state energy found by diagonalising the Hamiltonian. At \(U=4t\), for instance, \(y\approx0.354\), the double occupancy is about \(0.146\), and \(E\approx-0.828\,t\).
